# Negating the real phases of a signal-processing sequence conjugates its top-left entry, and one ancilla extracts the real part

## One signal operator between two phase gates

Take a real number $x\in[-1,1]$, set $s=\sqrt{1-x^2}$, and let
$$W=\begin{pmatrix}x& is\\ is& x\end{pmatrix},\qquad Z=\begin{pmatrix}1&0\\0&-1\end{pmatrix}.$$
For real phases $\phi_0,\phi_1$,
$$e^{i\phi_0Z}\,W\,e^{i\phi_1Z}=\begin{pmatrix}x\,e^{i(\phi_0+\phi_1)}& is\,e^{i(\phi_0-\phi_1)}\\ is\,e^{-i(\phi_0-\phi_1)}& x\,e^{-i(\phi_0+\phi_1)}\end{pmatrix}.$$
Changing the sign of both phases turns the top-left entry into its complex conjugate, and the average of the two values is $x\cos(\phi_0+\phi_1)$. The off-diagonal entry goes to $is\,e^{-i(\phi_0-\phi_1)}$, which is minus the conjugate, because the factor $i$ in $W$ stays as it is. This pattern of signs holds for any number of factors $W$.

## The sequence, the circuit and the claim

With $d\ge 0$ copies of $W$ and real phases $\phi=(\phi_0,\dots,\phi_d)$, define
$$U(\phi)=e^{i\phi_0Z}\,W\,e^{i\phi_1Z}\cdots W\,e^{i\phi_dZ},\qquad p=U(\phi)_{00},$$
with rows and columns numbered $0,1$. The condition $x^2+s^2=1$ makes $W$ a rotation: for $x=\cos\theta$ with $\theta\in[0,\pi]$ it is $e^{i\theta X}$, with $X$ the Pauli matrix that exchanges the two basis states. In qubitisation $x$ stands for an eigenvalue of a Hamiltonian rescaled to norm at most one, and a function of the Hamiltonian is Hermitian only if its values at the eigenvalues are real, whereas $p$ is in general complex; the result below realises $\operatorname{Re}p$ as a transition amplitude of a unitary circuit, within one two-dimensional block at a fixed value of $x$.

Add an ancilla qubit with Hadamard gate $H$. For square matrices $A,B$ of equal size, let
$$L(A,B)=(H\otimes 1)\begin{pmatrix}A&0\\0&B\end{pmatrix}(H\otimes 1),\qquad H\otimes 1=\frac1{\sqrt2}\begin{pmatrix}1&1\\1&-1\end{pmatrix},$$
where the blocks are labelled by the ancilla state. Write $C=L(U(\phi),U(-\phi))$ and let $|a,j\rangle$ denote ancilla state $a$ and signal state $j$. The claim is that $U(-\phi)_{00}=\bar p$, that $C$ is unitary, and that
$$\langle 0,0|C|0,0\rangle=\operatorname{Re}p,\qquad \langle 1,0|C|0,0\rangle=i\operatorname{Im}p .$$

## The map $M\mapsto Z\bar MZ$

Since $i\phi Z$ is diagonal, $e^{i\phi Z}=\operatorname{diag}(e^{i\phi},e^{-i\phi})$ for a single real phase $\phi$. For a $2\times2$ matrix $M$ let $\bar M$ be the entrywise conjugate, without transposition, and set $\mu(M)=Z\bar MZ$. With $z_0=1$ and $z_1=-1$ one has $\mu(M)_{jk}=z_jz_k\overline{M_{jk}}$, so
$$\mu(M)=\begin{pmatrix}\overline{M_{00}}&-\overline{M_{01}}\\-\overline{M_{10}}&\overline{M_{11}}\end{pmatrix}.$$
The map is multiplicative, because $\overline{AB}=\bar A\bar B$ and $Z^2=1$:
$$\mu(AB)=Z\bar A\,(ZZ)\,\bar BZ=\mu(A)\mu(B).$$
For real $x,s$ it fixes $W$, since $\bar x=x$ and $-\overline{is}=is$. For real $\phi$ it gives $\mu(e^{i\phi Z})=\operatorname{diag}(e^{-i\phi},e^{i\phi})=e^{-i\phi Z}$. Applying $\mu$ factor by factor yields
$$U(-\phi)=\mu(U(\phi)),$$
and the top-left entry reads $U(-\phi)_{00}=\bar p$. Abbreviating $U=U(\phi)$ and using $w+\bar w=2\operatorname{Re}w$ and $w-\bar w=2i\operatorname{Im}w$ for complex $w$,
$$\tfrac12\big(U(\phi)+U(-\phi)\big)=\begin{pmatrix}\operatorname{Re}U_{00}& i\operatorname{Im}U_{01}\\ i\operatorname{Im}U_{10}&\operatorname{Re}U_{11}\end{pmatrix}.$$
None of this uses a relation between $x$ and $s$.

## Blocks and unitarity of the ancilla circuit

Multiplying the blocks,
$$L(A,B)=\frac12\begin{pmatrix}A&B\\A&-B\end{pmatrix}\begin{pmatrix}1&1\\1&-1\end{pmatrix}=\frac12\begin{pmatrix}A+B&A-B\\A-B&A+B\end{pmatrix}.$$
For unitary $A,B$ the terms $AB^\dagger$ and $BA^\dagger$ cancel in each block of $LL^\dagger$:
$$(A+B)(A+B)^\dagger+(A-B)(A-B)^\dagger=2AA^\dagger+2BB^\dagger=4\cdot 1,$$
$$(A+B)(A-B)^\dagger+(A-B)(A+B)^\dagger=2AA^\dagger-2BB^\dagger=0 .$$
The prefactor $\tfrac12\cdot\tfrac12$ gives $LL^\dagger=1$. The sequence itself is unitary as a product of unitary factors: $e^{i\phi}e^{-i\phi}=1$ for the phase gate, while $WW^\dagger$ has diagonal entries $x^2+s^2=1$ and off-diagonal entries $-ixs+ixs=0$. With $A=U(\phi)$ and $B=U(-\phi)$, the two amplitudes are $\tfrac12(p+\bar p)=\operatorname{Re}p$ and $\tfrac12(p-\bar p)=i\operatorname{Im}p$.

Two limits are instructive. For $d=0$ there is no $W$, $p=e^{i\phi_0}$, and the amplitudes are $\cos\phi_0$ and $i\sin\phi_0$. For $x=\pm1$ one has $s=0$ and $W=\pm1$, so $p=(\pm1)^d e^{i(\phi_0+\dots+\phi_d)}$. These closed forms, like the one for $d=1$ above, are illustrations and do not appear as theorems in the Lean code below.

## The Lean objects and what the theorems say

Signal-qubit operators have type `Matrix (Fin 2) (Fin 2) ℂ`. The definitions `pauliZ`, `signal x s` and `mirror` are $Z$, $W$ and $\mu$, and `phase φ` is the matrix exponential of $i\phi Z$, its diagonal form being derived. In `qsp x s φ l` the argument `φ` is $\phi_0$ and the list `l` is $[\phi_1,\dots,\phi_d]$, so $d$ is the length of `l`; the factors are multiplied in the written order, and $e^{i\phi_dZ}$ acts first on a state. That $x$, $s$ and the phases are real is fixed by their type `ℝ`. The sequence $U(-\phi)$ is written with `-φ` and `l.map fun ψ => -ψ`.

The joint space is indexed by `n ⊕ n`, with `Sum.inl` for ancilla state $0$ and `Sum.inr` for ancilla state $1$. Then `hadamard n` is $H\otimes1$, `lcu A B` is $L(A,B)$, and `realPartCircuit x φ l` is $C$ with $s=\sqrt{1-x^2}$. Entries are row first, so `(Sum.inr 0) (Sum.inl 0)` is $\langle1,0|C|0,0\rangle$.

The theorems `qsp_neg`, `qsp_neg_topLeft` and `qsp_average` hold for arbitrary real $x$ and $s$. The theorem `qsp_unitary` assumes $x^2+s^2=1$, and `realPartCircuit_spec` assumes `hx`, that is $x\in[-1,1]$, and states unitarity together with the two amplitudes. The hypothesis `hx` enters only through unitarity: for $|x|>1$ `Real.sqrt` returns $0$ and $W=x\cdot1$ is no longer unitary.

The model is one exact $2\times2$ block at one number $x$. It contains no block-encoded Hamiltonian and no reduction to such blocks. It treats $p$ as a complex number, so its polynomial dependence on $x$, the set of attainable functions and the choice of phases are not addressed. The controlled operation is a block-diagonal matrix with no decomposition into gates.

```lean
import Mathlib

open Matrix Complex ComplexConjugate

namespace QSPRealPart

noncomputable section

/-- The Pauli matrix `Z`. -/
def pauliZ : Matrix (Fin 2) (Fin 2) ℂ := !![1, 0; 0, -1]

/-- The phase gate `exp(i φ Z)` for a real phase `φ`. -/
def phase (φ : ℝ) : Matrix (Fin 2) (Fin 2) ℂ := NormedSpace.exp (((φ : ℂ) * I) • pauliZ)

/-- The signal operator `W = [[x, i s], [i s, x]]` for real `x` and `s`. -/
def signal (x s : ℝ) : Matrix (Fin 2) (Fin 2) ℂ := !![(x : ℂ), I * s; I * s, (x : ℂ)]

/-- The signal-processing sequence `exp(i φ₀ Z) W exp(i φ₁ Z) ⋯ W exp(i φ_d Z)`,
given the first phase `φ₀` and the list `[φ₁, …, φ_d]`. -/
def qsp (x s : ℝ) : ℝ → List ℝ → Matrix (Fin 2) (Fin 2) ℂ
  | φ, [] => phase φ
  | φ, ψ :: l => phase φ * signal x s * qsp x s ψ l

/-- The mirror map `M ↦ Z conj(M) Z`, with entrywise complex conjugation. -/
def mirror (M : Matrix (Fin 2) (Fin 2) ℂ) : Matrix (Fin 2) (Fin 2) ℂ :=
  pauliZ * M.map (starRingEnd ℂ) * pauliZ

/-- The Hadamard gate on an ancilla qubit, `H ⊗ 1`, in block form. -/
def hadamard (n : Type*) [DecidableEq n] : Matrix (n ⊕ n) (n ⊕ n) ℂ :=
  ((Real.sqrt 2 : ℝ) : ℂ)⁻¹ • fromBlocks 1 1 1 (-1)

/-- The two-term combination circuit: Hadamard on the ancilla, `A` or `B` on the system
for ancilla state 0 or 1, Hadamard on the ancilla. -/
def lcu {n : Type*} [Fintype n] [DecidableEq n] (A B : Matrix n n ℂ) :
    Matrix (n ⊕ n) (n ⊕ n) ℂ :=
  hadamard n * fromBlocks A 0 0 B * hadamard n

/-- The combination circuit of the sequence with `s = √(1 - x²)` and of the same sequence
with all phases negated. -/
def realPartCircuit (x φ : ℝ) (l : List ℝ) : Matrix (Fin 2 ⊕ Fin 2) (Fin 2 ⊕ Fin 2) ℂ :=
  lcu (qsp x (Real.sqrt (1 - x ^ 2)) φ l)
    (qsp x (Real.sqrt (1 - x ^ 2)) (-φ) (l.map fun ψ => -ψ))

/-- The phase gate is the diagonal matrix `diag(e^{iφ}, e^{-iφ})`. -/
theorem phase_eq (φ : ℝ) : phase φ = !![cexp (φ * I), 0; 0, cexp (-(φ * I))] := by
  have h : ((φ : ℂ) * I) • pauliZ = diagonal ![(φ : ℂ) * I, -((φ : ℂ) * I)] := by
    ext i j
    fin_cases i <;> fin_cases j <;> simp [pauliZ]
  rw [phase, h, Matrix.exp_diagonal]
  ext i j
  fin_cases i <;> fin_cases j <;> simp [Pi.coe_exp, Complex.exp_eq_exp_ℂ]

/-- The mirror map conjugates the diagonal entries and sends the off-diagonal entries to
minus their conjugates. -/
theorem mirror_eq (M : Matrix (Fin 2) (Fin 2) ℂ) :
    mirror M = !![conj (M 0 0), -conj (M 0 1); -conj (M 1 0), conj (M 1 1)] := by
  ext i j
  simp only [mirror, Matrix.mul_apply, Fin.sum_univ_two, Matrix.map_apply]
  fin_cases i <;> fin_cases j <;> simp [pauliZ]

/-- The mirror image of a product is the product of the mirror images. -/
theorem mirror_mul (A B : Matrix (Fin 2) (Fin 2) ℂ) : mirror (A * B) = mirror A * mirror B := by
  have hZ : pauliZ * pauliZ = 1 := by
    ext i j
    simp only [Matrix.mul_apply, Fin.sum_univ_two]
    fin_cases i <;> fin_cases j <;> simp [pauliZ]
  -- insert `Z * Z = 1` between the two factors
  calc mirror (A * B)
      = pauliZ * A.map (starRingEnd ℂ) * (pauliZ * pauliZ) * B.map (starRingEnd ℂ) * pauliZ := by
        rw [mirror, Matrix.map_mul, hZ, mul_one]
        simp only [mul_assoc]
    _ = mirror A * mirror B := by simp only [mirror, mul_assoc]

/-- Negating all phases turns the sequence `U` into `Z conj(U) Z`. -/
theorem qsp_neg (x s φ : ℝ) (l : List ℝ) :
    qsp x s (-φ) (l.map fun ψ => -ψ) = mirror (qsp x s φ l) := by
  -- the mirror map negates the phase of a phase gate
  have hp : ∀ θ : ℝ, mirror (phase θ) = phase (-θ) := by
    intro θ
    rw [mirror_eq, phase_eq θ, phase_eq (-θ)]
    ext i j
    fin_cases i <;> fin_cases j <;> simp [← Complex.exp_conj]
  -- and it fixes the signal operator
  have hW : mirror (signal x s) = signal x s := by
    rw [mirror_eq]
    ext i j
    fin_cases i <;> fin_cases j <;> simp [signal]
  induction l generalizing φ with
  | nil =>
    simp only [List.map_nil, qsp]
    exact (hp φ).symm
  | cons ψ l ih => simp only [List.map_cons, qsp, mirror_mul, hp, hW, ih]

/-- Negating all phases conjugates the top-left entry of the sequence. -/
theorem qsp_neg_topLeft (x s φ : ℝ) (l : List ℝ) :
    qsp x s (-φ) (l.map fun ψ => -ψ) 0 0 = conj (qsp x s φ l 0 0) := by
  rw [qsp_neg, mirror_eq]
  simp

/-- The average of the sequence `U` and its phase-negated partner has diagonal entries
`Re U₀₀`, `Re U₁₁` and off-diagonal entries `i Im U₀₁`, `i Im U₁₀`. -/
theorem qsp_average (x s φ : ℝ) (l : List ℝ) :
    (1 / 2 : ℂ) • (qsp x s φ l + qsp x s (-φ) (l.map fun ψ => -ψ)) =
      !![((qsp x s φ l 0 0).re : ℂ), (qsp x s φ l 0 1).im * I;
        (qsp x s φ l 1 0).im * I, ((qsp x s φ l 1 1).re : ℂ)] := by
  rw [qsp_neg, mirror_eq]
  generalize qsp x s φ l = U
  ext i j
  fin_cases i <;> fin_cases j <;> apply Complex.ext <;> simp <;> ring

/-- For `x² + s² = 1` and real phases the sequence is unitary. -/
theorem qsp_unitary (x s φ : ℝ) (l : List ℝ) (h : x ^ 2 + s ^ 2 = 1) :
    qsp x s φ l ∈ Matrix.unitaryGroup (Fin 2) ℂ := by
  have hp : ∀ θ : ℝ, phase θ ∈ Matrix.unitaryGroup (Fin 2) ℂ := by
    intro θ
    rw [mem_unitaryGroup_iff, phase_eq]
    ext i j
    simp only [Matrix.mul_apply, Fin.sum_univ_two, Matrix.star_apply]
    fin_cases i <;> fin_cases j <;> simp [← Complex.exp_conj, ← Complex.exp_add]
  have hc : (x : ℂ) ^ 2 + (s : ℂ) ^ 2 = 1 := by exact_mod_cast h
  have hW : signal x s ∈ Matrix.unitaryGroup (Fin 2) ℂ := by
    rw [mem_unitaryGroup_iff]
    ext i j
    simp only [Matrix.mul_apply, Fin.sum_univ_two, Matrix.star_apply]
    fin_cases i <;> fin_cases j <;> simp [signal] <;>
      first | linear_combination hc - (s : ℂ) ^ 2 * Complex.I_sq | ring
  induction l generalizing φ with
  | nil => exact hp φ
  | cons ψ l ih => exact mul_mem (mul_mem (hp φ) hW) (ih ψ)

/-- The combination circuit has diagonal blocks `(A + B)/2` and off-diagonal blocks
`(A - B)/2`. -/
theorem lcu_eq {n : Type*} [Fintype n] [DecidableEq n] (A B : Matrix n n ℂ) :
    lcu A B = (1 / 2 : ℂ) • fromBlocks (A + B) (A - B) (A - B) (A + B) := by
  have hc : ((Real.sqrt 2 : ℝ) : ℂ)⁻¹ * ((Real.sqrt 2 : ℝ) : ℂ)⁻¹ = 1 / 2 := by
    rw [← mul_inv, ← Complex.ofReal_mul, Real.mul_self_sqrt (by norm_num : (0 : ℝ) ≤ 2)]
    norm_num
  simp only [lcu, hadamard, Matrix.smul_mul, Matrix.mul_smul, smul_smul, fromBlocks_multiply, hc]
  simp [sub_eq_add_neg]

/-- The combination circuit of two unitary matrices is unitary. -/
theorem lcu_unitary {n : Type*} [Fintype n] [DecidableEq n] (A B : Matrix n n ℂ)
    (hA : A ∈ Matrix.unitaryGroup n ℂ) (hB : B ∈ Matrix.unitaryGroup n ℂ) :
    lcu A B ∈ Matrix.unitaryGroup (n ⊕ n) ℂ := by
  rw [mem_unitaryGroup_iff, star_eq_conjTranspose] at hA hB ⊢
  -- the cross terms `A Bᴴ` and `B Aᴴ` cancel in every block
  have h1 : (A + B) * (A + B)ᴴ + (A - B) * (A - B)ᴴ = (4 : ℂ) • (1 : Matrix n n ℂ) := by
    simp only [conjTranspose_add, conjTranspose_sub, add_mul, mul_add, sub_mul, mul_sub, hA, hB]
    module
  have h2 : (A + B) * (A - B)ᴴ + (A - B) * (A + B)ᴴ = 0 := by
    simp only [conjTranspose_add, conjTranspose_sub, add_mul, mul_add, sub_mul, mul_sub, hA, hB]
    abel
  have h3 : (A - B) * (A + B)ᴴ + (A + B) * (A - B)ᴴ = 0 := (add_comm _ _).trans h2
  have h4 : (A - B) * (A - B)ᴴ + (A + B) * (A + B)ᴴ = (4 : ℂ) • (1 : Matrix n n ℂ) :=
    (add_comm _ _).trans h1
  have h5 : (1 / 2 * star (1 / 2) : ℂ) * 4 = 1 := by
    simp only [star_div₀, star_one, star_ofNat]
    norm_num
  rw [lcu_eq, conjTranspose_smul, fromBlocks_conjTranspose, Matrix.smul_mul, Matrix.mul_smul,
    smul_smul, fromBlocks_multiply, h1, h2, h3, h4]
  simp only [fromBlocks_smul, smul_smul, h5, one_smul, smul_zero, fromBlocks_one]

/-- For `x ∈ [-1, 1]`, `s = √(1 - x²)` and `p` the top-left entry of the sequence, the
combination with the phase-negated sequence is unitary, its top-left entry is `Re p`, and its
entry from ancilla 0 to ancilla 1 with the signal qubit in state 0 is `i Im p`. -/
theorem realPartCircuit_spec (x φ : ℝ) (l : List ℝ) (hx : x ∈ Set.Icc (-1 : ℝ) 1) :
    realPartCircuit x φ l ∈ Matrix.unitaryGroup (Fin 2 ⊕ Fin 2) ℂ ∧
    realPartCircuit x φ l (Sum.inl 0) (Sum.inl 0) =
      ((qsp x (Real.sqrt (1 - x ^ 2)) φ l 0 0).re : ℂ) ∧
    realPartCircuit x φ l (Sum.inr 0) (Sum.inl 0) =
      ((qsp x (Real.sqrt (1 - x ^ 2)) φ l 0 0).im : ℂ) * I := by
  have h0 : 0 ≤ 1 - x ^ 2 := by nlinarith [hx.1, hx.2]
  have hs : x ^ 2 + Real.sqrt (1 - x ^ 2) ^ 2 = 1 := by
    rw [Real.sq_sqrt h0]
    ring
  refine ⟨lcu_unitary _ _ (qsp_unitary _ _ _ _ hs) (qsp_unitary _ _ _ _ hs), ?_, ?_⟩
  · -- `p + conj p = 2 Re p`
    rw [realPartCircuit, lcu_eq, Matrix.smul_apply, fromBlocks_apply₁₁, Matrix.add_apply,
      qsp_neg_topLeft, Complex.add_conj, smul_eq_mul]
    push_cast
    ring
  · -- `p - conj p = 2 i Im p`
    rw [realPartCircuit, lcu_eq, Matrix.smul_apply, fromBlocks_apply₂₁, Matrix.sub_apply,
      qsp_neg_topLeft, Complex.sub_conj, smul_eq_mul]
    push_cast
    ring

end

end QSPRealPart
```

```lean
#print axioms QSPRealPart.qsp_average
-- 'QSPRealPart.qsp_average' depends on axioms: [propext, Classical.choice, Quot.sound]
#print axioms QSPRealPart.realPartCircuit_spec
-- 'QSPRealPart.realPartCircuit_spec' depends on axioms: [propext, Classical.choice, Quot.sound]
```

## From the mirror map to the conjugated entry

In `phase_eq` the exponent is rewritten as a `diagonal` matrix and `Matrix.exp_diagonal` exponentiates it entry by entry. The lemma `mirror_eq` is the formula for $\mu(M)$, checked on the four index pairs. In `mirror_mul`, `hZ` is $Z^2=1$, and the `calc` block inserts `pauliZ * pauliZ` between the conjugated factors after `Matrix.map_mul` has supplied $\overline{AB}=\bar A\bar B$.

The proof of `qsp_neg` first establishes `hp`, $\mu(e^{i\theta Z})=e^{-i\theta Z}$ for every real angle, and `hW`, $\mu(W)=W$. The factor-by-factor argument becomes an induction on `l` that follows the recursion
$$U(\phi_0,\phi_1,\dots,\phi_d)=e^{i\phi_0Z}\,W\,U(\phi_1,\dots,\phi_d).$$
The leading phase of the shorter sequence is $\phi_1$, not $\phi_0$, so the induction runs with `generalizing φ`. The empty list is the case $d=0$ and is `hp` itself. Then `qsp_neg_topLeft` reads off entry $00$ of `mirror_eq`, and `qsp_average` replaces the sequence by an arbitrary matrix `U` and compares real and imaginary parts in each entry.

## Unitarity and the two amplitudes in the code

In `qsp_unitary` both factors are shown to satisfy $MM^\dagger=1$. For $W$, `linear_combination` closes the diagonal entries from $x^2+s^2=1$ and $i^2=-1$, and `mul_mem` carries unitarity through the induction. In `lcu_eq`, `hc` is $(1/\sqrt2)^2=1/2$ and `fromBlocks_multiply` performs the block products. In `lcu_unitary`, `h1` and `h2` are the two displayed identities, `h3` and `h4` are the same sums in the opposite order for the lower row of blocks, and `h5` cancels the factor $4$ against the prefactor. These two results about `lcu` hold for system matrices of any finite size.

Finally `realPartCircuit_spec` obtains $1-x^2\ge0$ from `hx` and hence `hs`, the relation $x^2+s^2=1$. It applies `qsp_unitary` to both sequences and passes the results to `lcu_unitary`. For the amplitudes it selects the upper-left and lower-left blocks of `lcu_eq`, rewrites with `qsp_neg_topLeft`, and uses `Complex.add_conj` for $p+\bar p$ and `Complex.sub_conj` for $p-\bar p$.
